# Fourier Inversion on N Sites over a Field with a Primitive N-th Root of Unity

## Sites, phases and sign convention

Let $K$ be a field and $N \ge 1$ an integer. The sites are numbered $j = 0, 1, \dots, N-1$, and a lattice function $f$ assigns an element $f(j)$ of $K$ to each site. An element $w$ of $K$ is a primitive $N$-th root of unity if $w^N = 1$ and $w^m \ne 1$ for $0 < m < N$. With such a $w$, the discrete Fourier transform of $f$ is

$$F(k) = \sum_{j=0}^{N-1} f(j)\, w^{jk}, \qquad k = 0, \dots, N-1 .$$

The claim is that $N$, read as the sum of $N$ ones in $K$, is nonzero, and that

$$f(j) = \frac{1}{N} \sum_{k=0}^{N-1} F(k)\, w^{-jk} \qquad \text{for every site } j.$$

For $K = \mathbb{C}$ and $w = e^{2\pi i/N}$, this is the passage between site amplitudes and plane-wave amplitudes on a finite one-dimensional Born–von Karman ring with one scalar amplitude per cell. The forward transform carries the plus sign and no prefactor, so $F(k)/\sqrt N$ is the amplitude of the normalised wave $N^{-1/2} e^{-2\pi i jk/N}$. The opposite sign convention is obtained by replacing $w$ with $w^{-1}$, which is also primitive.

## Orthogonality and division by N

Take two sites $j$ and $l$ and set $x = w^{j} w^{-l}$. Then

$$\sum_{k=0}^{N-1} w^{jk} w^{-lk} = \sum_{k=0}^{N-1} x^k .$$

If $j = l$, then $x = 1$ and the sum is $N$. If $j \neq l$, then $x \neq 1$: otherwise $w^j = w^l$, and the power of $w$ with exponent $|j-l|$, which lies strictly between $0$ and $N$, would equal $1$. Since $x^N = 1$, the geometric sum satisfies

$$(1-x)\sum_{k=0}^{N-1} x^k = 1 - x^N = 0 ,$$

and because $1 - x \ne 0$ in a field, the sum vanishes. The two cases together read

$$\sum_{k} w^{jk} w^{-lk} = N\,\delta_{jl} .$$

Here two sites are fixed and the sum runs over the wave label $k$, which is the completeness relation of the plane waves. Because the exponent $jk$ is symmetric in site and label, the same identity with the two roles exchanged is their orthogonality. Now insert the definition of $F$ and exchange the two finite sums:

$$\sum_k F(k)\, w^{-jk} = \sum_l f(l) \sum_k w^{lk} w^{-jk} = N f(j) .$$

No division by $N$ has been used so far. To divide by $N$, we must know that it is nonzero in $K$. Suppose it were zero. Then $K$ has prime characteristic $p$, and $N = pm$ with $0 < m < N$. In characteristic $p$ the mixed terms of a $p$-th power vanish, so

$$(w^m - 1)^p = w^{pm} - 1 = w^N - 1 = 0 .$$

Hence $w^m = 1$, which contradicts primitivity. So $N \neq 0$ in $K$, and dividing gives the inversion formula.

## Four sites modulo 5

In the integers modulo 5, the powers $2^0, 2^1, 2^2, 2^3$ are $1, 2, 4, 3$, and $2^4 = 1$. So $w = 2$ is a primitive fourth root of unity, with $w^{-1} = 3$ and $1/4 = 4$. Take $f = (1, 2, 0, 3)$. Modulo 5,

$$\begin{aligned}
F(0) &= 1 + 2 + 0 + 3 = 1, \\
F(1) &= 1\cdot 1 + 2\cdot 2 + 0\cdot 4 + 3\cdot 3 = 4, \\
F(2) &= 1\cdot 1 + 2\cdot 4 + 0\cdot 1 + 3\cdot 4 = 1, \\
F(3) &= 1\cdot 1 + 2\cdot 3 + 0\cdot 4 + 3\cdot 2 = 3 .
\end{aligned}$$

To recover site 1, use the phases $3^k = 1, 3, 4, 2$:

$$4\,(1\cdot 1 + 4\cdot 3 + 1\cdot 4 + 3\cdot 2) = 4 \cdot 23 = 4 \cdot 3 = 2 = f(1) .$$

## Prescribed spectra, pairings and lost information

Three consequences follow with little extra work.

First, any spectrum can be prescribed. Given $F$, define $f(j) = \frac1N \sum_m F(m) w^{-mj}$. The inversion formula for the root $w^{-1}$, applied to the function $F$, reads

$$F(k) = \frac1N \sum_j \Big(\sum_m F(m) w^{-mj}\Big) w^{kj} = \sum_j f(j)\, w^{jk} ,$$

so $F$ is the transform of $f$.

Second, let $\tilde G(k) = \sum_j g(j) w^{-jk}$ be the opposite-phase transform of a second function $g$. Then

$$\sum_k F(k)\, \tilde G(k) = \sum_j g(j) \sum_k F(k) w^{-jk} = N \sum_j f(j) g(j) .$$

This pairing is bilinear, since a general field has no complex conjugation. Over $\mathbb{C}$ with $w = e^{2\pi i/N}$, choosing $g = \bar f$ makes $\tilde G = \bar F$ and gives the familiar $\sum_k |F(k)|^2 = N \sum_j |f(j)|^2$.

Third, suppose only that $w^N = 1$. If $w$ is not primitive, then $w^l = 1$ for some $0 < l < N$. A unit peak at site $0$ has spectrum $1$ for all $k$, and a unit peak at site $l$ has spectrum $w^{lk} = 1$ as well, so the two functions are indistinguishable. If $w$ is primitive, inversion recovers $f$ from $F$. Among the solutions of $w^N = 1$, the primitive ones are thus exactly those for which the transform is injective.

## The transform as a finite sum in Lean

The development fixes an arbitrary field `K`, a natural number `N` and an element `w` of `K`.

```lean
import Mathlib

open Finset

namespace DiscreteFourierInversion

noncomputable section

variable {K : Type*} [Field K] {N : ℕ} {w : K}
```

A lattice function is a map `f : Fin N → K`, where `Fin N` is the type of the numbers $0, \dots, N-1$. The label `k` has the same type.

```lean
/-- The discrete Fourier transform `F(k) = ∑ j, f(j) w^(jk)` of a function `f` on `N` sites,
with values in a field `K` and with phase factor `w`. -/
def dft (w : K) (f : Fin N → K) (k : Fin N) : K :=
  ∑ j : Fin N, f j * w ^ ((j : ℕ) * (k : ℕ))
```

The annotation `(j : ℕ)` reads a site as an ordinary natural number, so the exponent is the integer product $jk$, with no reduction modulo $N$. Nothing is assumed about `w` in the definition; primitivity enters as the hypothesis `IsPrimitiveRoot w N` of the theorems. The negative powers $w^{-jk}$ are written as natural powers of `w⁻¹`.

## Orthogonality from the geometric sum

The next theorem is $\sum_k w^{jk} w^{-lk} = N\delta_{jl}$, with the Kronecker delta expressed by `if j = l then (N : K) else 0`. Here `(N : K)` is the number $N$ as an element of the field. No separate assumption $N \ge 1$ is needed, because the existence of a site `j` already implies it.

```lean
/-- Orthogonality of discrete plane waves: for a primitive `N`-th root of unity `w`, the sum
over `k` of `w^(jk) w^(-lk)` is `N` if `j = l` and zero otherwise. -/
theorem orthogonality (hw : IsPrimitiveRoot w N) (j l : Fin N) :
    ∑ k : Fin N, w ^ ((j : ℕ) * (k : ℕ)) * w⁻¹ ^ ((l : ℕ) * (k : ℕ))
      = if j = l then (N : K) else 0 := by
  have hN : N ≠ 0 := by
    have := j.isLt
    omega
  have hw0 : w ≠ 0 := hw.ne_zero hN
  -- each term is a power of the ratio of the two phases
  have hterm : ∀ k : Fin N, w ^ ((j : ℕ) * (k : ℕ)) * w⁻¹ ^ ((l : ℕ) * (k : ℕ))
      = (w ^ (j : ℕ) * w⁻¹ ^ (l : ℕ)) ^ (k : ℕ) := by
    intro k
    rw [mul_pow, ← pow_mul, ← pow_mul]
  rw [Finset.sum_congr rfl (fun k _ => hterm k),
    Fin.sum_univ_eq_sum_range (fun k => (w ^ (j : ℕ) * w⁻¹ ^ (l : ℕ)) ^ k) N]
  split_ifs with h
  · subst h
    have hx : w ^ (j : ℕ) * w⁻¹ ^ (j : ℕ) = 1 := by
      rw [← mul_pow, mul_inv_cancel₀ hw0, one_pow]
    rw [hx]
    simp
  · have hne : w ^ (j : ℕ) * w⁻¹ ^ (l : ℕ) ≠ 1 := by
      intro hx
      apply h
      apply Fin.ext
      apply hw.pow_inj j.isLt l.isLt
      calc w ^ (j : ℕ) = (w ^ (j : ℕ) * w⁻¹ ^ (l : ℕ)) * w ^ (l : ℕ) := by
            rw [mul_assoc, ← mul_pow, inv_mul_cancel₀ hw0, one_pow, mul_one]
        _ = w ^ (l : ℕ) := by rw [hx, one_mul]
    have hxN : (w ^ (j : ℕ) * w⁻¹ ^ (l : ℕ)) ^ N = 1 := by
      rw [mul_pow, ← pow_mul, ← pow_mul, mul_comm (j : ℕ), mul_comm (l : ℕ), pow_mul,
        pow_mul, hw.pow_eq_one, inv_pow, hw.pow_eq_one]
      simp
    -- the geometric sum closes on itself after one period
    have hg := mul_neg_geom_sum (w ^ (j : ℕ) * w⁻¹ ^ (l : ℕ)) N
    rw [hxN, sub_self] at hg
    exact (mul_eq_zero.mp hg).resolve_left (sub_ne_zero.mpr (Ne.symm hne))
```

The step `hterm` rewrites each term as $x^k$ with $x = w^j w^{-l}$, and `split_ifs` separates the two cases. For equal sites, `hx` shows $x = 1$ and the sum counts $N$ ones. For different sites, `hne` proves $x \neq 1$ through `hw.pow_inj`, which says that powers of $w$ with exponents below $N$ are distinct. Then `hxN` gives $x^N = 1$, and `mul_neg_geom_sum` is the identity $(1-x)\sum_k x^k = 1 - x^N$. The last line uses that a product in a field vanishes only if a factor does.

## Inversion before and after division

The undivided formula $\sum_k F(k) w^{-jk} = N f(j)$ comes next.

```lean
/-- For a primitive `N`-th root of unity `w`, summing the spectrum of `f` against the opposite
phases `w^(-jk)` gives `N` times the value of `f` at site `j`. -/
theorem sum_dft_mul (hw : IsPrimitiveRoot w N) (f : Fin N → K) (j : Fin N) :
    ∑ k : Fin N, dft w f k * w⁻¹ ^ ((j : ℕ) * (k : ℕ)) = (N : K) * f j := by
  calc ∑ k : Fin N, dft w f k * w⁻¹ ^ ((j : ℕ) * (k : ℕ))
      = ∑ k : Fin N, ∑ l : Fin N,
          f l * (w ^ ((l : ℕ) * (k : ℕ)) * w⁻¹ ^ ((j : ℕ) * (k : ℕ))) := by
        simp only [dft, Finset.sum_mul, mul_assoc]
    _ = ∑ l : Fin N, f l *
          ∑ k : Fin N, w ^ ((l : ℕ) * (k : ℕ)) * w⁻¹ ^ ((j : ℕ) * (k : ℕ)) := by
        rw [Finset.sum_comm]
        simp only [Finset.mul_sum]
    _ = (N : K) * f j := by
        simp only [orthogonality hw]
        simp [mul_comm]
```

The `calc` chain follows the derivation above: expand `dft`, exchange the sums with `Finset.sum_comm`, take $f(l)$ out of the inner sum, and apply `orthogonality`, which leaves only the term $l = j$.

The main theorem combines two statements. For $N \ge 1$ and a primitive $N$-th root of unity $w$ in $K$, the element $N$ of $K$ is nonzero, and every $f$ is recovered at every site $j$ by the inverse sum.

```lean
/-- Fourier inversion over a field with a primitive `N`-th root of unity `w`, `N ≥ 1`: the
number `N` is nonzero in the field, and `f(j) = (1/N) ∑ k, F(k) w^(-jk)` at every site `j`,
where `F` is the discrete Fourier transform of `f`. -/
theorem dft_inversion (hN : 0 < N) (hw : IsPrimitiveRoot w N) :
    (N : K) ≠ 0 ∧ ∀ (f : Fin N → K) (j : Fin N),
      f j = 1 / (N : K) * ∑ k : Fin N, dft w f k * w⁻¹ ^ ((j : ℕ) * (k : ℕ)) := by
  have : NeZero N := ⟨hN.ne'⟩
  have hNK : (N : K) ≠ 0 := hw.neZero'.out
  refine ⟨hNK, fun f j => ?_⟩
  rw [sum_dft_mul hw, ← mul_assoc, one_div, inv_mul_cancel₀ hNK, one_mul]
```

The hypothesis `hN` is used for the first part, since for $N = 0$ the element `(N : K)` is zero. That $N$ is nonzero in $K$ is taken from Mathlib through `hw.neZero'`; the characteristic-$p$ argument above proves the same fact by hand. The final rewriting inserts `sum_dft_mul` and cancels $N$ against its inverse.

The theorem concerns exact field elements and one finite chain. It says nothing about rounding errors, fast algorithms for evaluating the sums, or the limit of large $N$.

## Prescribing a spectrum

Here the function $\frac1N \sum_m F(m) w^{-mj}$ appears as `1 / (N : K) * dft w⁻¹ F j`, so that the inverse transform reuses the definition of the forward one.

```lean
/-- For a primitive `N`-th root of unity `w`, any prescribed spectrum `F` is the transform of
the function `(1/N) ∑ k, F(k) w^(-jk)` of the site `j`. -/
theorem dft_of_inverse (hw : IsPrimitiveRoot w N) (F : Fin N → K) (k : Fin N) :
    dft w (fun j => 1 / (N : K) * dft w⁻¹ F j) k = F k := by
  have hN : 0 < N := lt_of_le_of_lt (Nat.zero_le _) k.isLt
  -- the inverse root is primitive too, so inversion applies with the phases exchanged
  have h := (dft_inversion hN hw.inv).2 F k
  rw [inv_inv] at h
  rw [h, dft, Finset.mul_sum]
  refine Finset.sum_congr rfl fun j _ => ?_
  rw [mul_assoc, mul_comm (j : ℕ) (k : ℕ)]
```

The proof applies `dft_inversion` to `hw.inv`, the statement that $w^{-1}$ is primitive. Rewriting with `inv_inv` turns the inverse of $w^{-1}$ back into $w$, and the remaining steps move the factor $1/N$ inside the sum and reorder the exponent. Together with the main theorem, this makes the transform a bijection between functions on the sites and spectra.

## A pairing without complex conjugation

In the Parseval-type identity, $\tilde G(k)$ is `dft w⁻¹ g k`.

```lean
/-- Parseval-type identity: for a primitive `N`-th root of unity `w`, pairing the transform of
`f` with the opposite-phase transform of `g` gives `N` times the sum of `f(j) g(j)`. -/
theorem dft_pairing (hw : IsPrimitiveRoot w N) (f g : Fin N → K) :
    ∑ k : Fin N, dft w f k * dft w⁻¹ g k = (N : K) * ∑ j : Fin N, f j * g j := by
  calc ∑ k : Fin N, dft w f k * dft w⁻¹ g k
      = ∑ k : Fin N, ∑ j : Fin N,
          g j * (dft w f k * w⁻¹ ^ ((j : ℕ) * (k : ℕ))) := by
        refine Finset.sum_congr rfl fun k _ => ?_
        have hg : dft w⁻¹ g k = ∑ j : Fin N, g j * w⁻¹ ^ ((j : ℕ) * (k : ℕ)) := rfl
        rw [hg, Finset.mul_sum]
        exact Finset.sum_congr rfl fun j _ => mul_left_comm _ _ _
    _ = ∑ j : Fin N, g j * ((N : K) * f j) := by
        rw [Finset.sum_comm]
        refine Finset.sum_congr rfl fun j _ => ?_
        rw [← Finset.mul_sum, sum_dft_mul hw]
    _ = (N : K) * ∑ j : Fin N, f j * g j := by
        rw [Finset.mul_sum]
        exact Finset.sum_congr rfl fun j _ => by ring
```

The first step of the chain expands only the transform of `g` and leaves that of `f` intact. After the sums are exchanged, the inner sum over $k$ is exactly the left-hand side of `sum_dft_mul`, which replaces it by $N f(j)$.

## When the spectrum determines the function

The next theorem assumes $w^N = 1$ and characterises primitivity by injectivity of the transform.

```lean
/-- For `N ≥ 1` and `w^N = 1`, the spectrum determines the function on the `N` sites if and
only if `w` is a primitive `N`-th root of unity. -/
theorem dft_injective_iff (hN : 0 < N) (h1 : w ^ N = 1) :
    Function.Injective (dft w : (Fin N → K) → Fin N → K) ↔ IsPrimitiveRoot w N := by
  constructor
  · intro hinj
    refine IsPrimitiveRoot.mk_of_lt w hN h1 fun l hl hlN hwl => ?_
    -- if w^l = 1, unit peaks at the sites 0 and l have the same spectrum
    have h : (Pi.single ⟨0, hN⟩ 1 : Fin N → K) = Pi.single ⟨l, hlN⟩ 1 := hinj (by
      funext k
      simp [dft, Pi.single_apply, pow_mul, hwl])
    have h0 := congrFun h ⟨0, hN⟩
    simp [Fin.ext_iff, hl.ne] at h0
  · intro hw f g h
    funext j
    refine ((dft_inversion hN hw).2 f j).trans ?_
    rw [h]
    exact ((dft_inversion hN hw).2 g j).symm
```

In the forward direction, `IsPrimitiveRoot.mk_of_lt` reduces the goal to excluding $w^l = 1$ for $0 < l < N$. The unit peaks are the functions `Pi.single`. Their spectra agree, so injectivity would make the peaks equal, and comparing values at site $0$ gives $1 = 0$. In the backward direction, two functions with the same spectrum are both given by the same inverse sum.

The assumption `h1` matters for the equivalence. Over the rational numbers with $N = 2$ and $w = 2$, the transform is $F(0) = f(0) + f(1)$ and $F(1) = f(0) + 2f(1)$, which is injective although $2^2 \neq 1$.

## Complex exponentials and a finite field

For complex functions the root is $w = e^{2\pi i/N}$, and the theorem is stated with the phases written out.

```lean
/-- Fourier inversion for complex functions on `N` sites, with the phases written as
`exp(2πi lk/N)` and `exp(-2πi jk/N)`. -/
theorem complex_inversion (f : Fin N → ℂ) (j : Fin N) :
    f j = 1 / (N : ℂ) * ∑ k : Fin N,
      (∑ l : Fin N, f l * Complex.exp (2 * Real.pi * Complex.I * (l : ℕ) * (k : ℕ) / N))
        * Complex.exp (-(2 * Real.pi * Complex.I * (j : ℕ) * (k : ℕ) / N)) := by
  have hN : 0 < N := lt_of_le_of_lt (Nat.zero_le _) j.isLt
  have e1 : ∀ a b : ℕ, Complex.exp (2 * Real.pi * Complex.I / N) ^ (a * b)
      = Complex.exp (2 * Real.pi * Complex.I * a * b / N) := by
    intro a b
    rw [← Complex.exp_nat_mul]
    congr 1
    push_cast
    ring
  have e2 : ∀ a b : ℕ, (Complex.exp (2 * Real.pi * Complex.I / N))⁻¹ ^ (a * b)
      = Complex.exp (-(2 * Real.pi * Complex.I * a * b / N)) := by
    intro a b
    rw [inv_pow, e1, Complex.exp_neg]
  have h := (dft_inversion hN (Complex.isPrimitiveRoot_exp N hN.ne')).2 f j
  simp only [dft, e1, e2] at h
  exact h
```

Mathlib supplies the primitivity of this root as `Complex.isPrimitiveRoot_exp`. The auxiliary statements `e1` and `e2` convert powers of $w$ and $w^{-1}$ into single exponentials, after which the formula is an instance of `dft_inversion`.

The last theorem confirms the root used in the worked example, so the hypotheses of the main theorem are also met in a field other than $\mathbb{C}$.

```lean
/-- In the integers modulo 5, the element 2 is a primitive fourth root of unity. -/
theorem primitiveRoot_witness : IsPrimitiveRoot (2 : ZMod 5) 4 := by
  refine IsPrimitiveRoot.mk_of_lt 2 (by norm_num) (by decide) fun l hl hl4 => ?_
  interval_cases l <;> decide

end

end DiscreteFourierInversion
```

The proof checks that $2^4 = 1$ modulo 5 and then goes through the exponents $1, 2, 3$ one at a time.

```lean
#print axioms DiscreteFourierInversion.dft_inversion
#print axioms DiscreteFourierInversion.dft_of_inverse
#print axioms DiscreteFourierInversion.dft_injective_iff
#print axioms DiscreteFourierInversion.complex_inversion
```

```
'DiscreteFourierInversion.dft_inversion' depends on axioms: [propext, Classical.choice, Quot.sound]
'DiscreteFourierInversion.dft_of_inverse' depends on axioms: [propext, Classical.choice, Quot.sound]
'DiscreteFourierInversion.dft_injective_iff' depends on axioms: [propext, Classical.choice, Quot.sound]
'DiscreteFourierInversion.complex_inversion' depends on axioms: [propext, Classical.choice, Quot.sound]
```
